# Zero-broadening limits of Im G at continuity points of an integrable spectral function

To plot a spectral function from a Green's function G on the real frequency axis, a code can evaluate G at a small broadening η > 0 and divide its imaginary part by −π. If G is the zero-temperature time-ordered function, as it often is in the GW formalism, the sign of Im G changes at the chemical potential μ, and the code takes |Im G|/π instead. Both steps rest on the limits below, which hold for a real, integrable spectral function at frequencies where it is continuous. The second step also needs the spectral function to be non-negative, and at μ itself it fails unless the spectral function vanishes there.

## The two limits

Let B(x) be the real spectral function at energy x, and let w be the frequency at which G is wanted, with ħ = 1. Define

G_R(w) = ∫ B(x) / (w − x + iη) dx

G_T(w) = ∫ B(x) / (w − x + iη sign(x − μ)) dx

If B is integrable and continuous at w, then as η → 0+

Im G_R(w) → −π B(w)

Im G_T(w) → −π sign(w − μ) B(w)

With sign 0 = 0, the second limit also holds at w = μ, where it is zero. If w ≠ μ and B(w) ≥ 0, then |Im G_T(w)|/π → B(w).

## Finite η in a code

At finite η the retarded recipe returns B averaged with a Lorentzian of half-width η. If the integral is evaluated by direct summation on a uniform x grid, a spacing much larger than η can produce spurious peaks at the grid points.

The time-ordered recipe has an additional artefact near μ. Where B is non-negative and varies slowly on the scale of η,

|Im G_T(w)|/π ≈ B(w) · (2/π) arctan(|w − μ|/η)

This estimate falls to half of B(w) at |w − μ| = η and to zero at μ. In a metal, such a dip can be mistaken for a gap. It narrows with η, which a true gap does not.

## From the complex denominator to a Lorentzian average

Write s(x) = 1 for the retarded case and s(x) = sign(x − μ) for the time-ordered one. Then |s(x)| = 1 except possibly at the single point x = μ, which does not affect the integral. The denominator D = w − x + iηs(x) satisfies |D| ≥ |Im D| = η, so |B/D| ≤ |B|/η and the integral converges absolutely. Since Im(1/D) = −Im D/|D|² and s² = 1,

Im ∫ B/D dx = −∫ L(w − x) s(x) B(x) dx, where L(y) = η/(y² + η²)

The substitution y = ηt gives ∫ L(y) dy = ∫ dt/(1 + t²) = π. For any integrable f continuous at w, therefore,

∫ L(w − x) f(x) dx − π f(w) = ∫ L(w − x) [f(x) − f(w)] dx

Given ε > 0, choose δ > 0 such that |f(x) − f(w)| ≤ ε for |x − w| < δ. This region contributes at most πε. Outside it, L(w − x) ≤ η/δ², and also L(y) ≤ η/y², so the rest is at most

(η/δ²) ∫ |f| dx + 2η |f(w)|/δ

which vanishes as η → 0+. Hence the Lorentzian average of f tends to π f(w).

Taking f = B gives the retarded limit. For w ≠ μ, sign(x − μ) is constant near w, so f(x) = sign(x − μ)B(x) is continuous there and gives the time-ordered limit.

At w = μ, put F(x) = sign(x − μ)B(x). Reflecting x to 2μ − x leaves L(μ − x) unchanged, so

∫ L(μ − x) F(x) dx = ½ ∫ L(μ − x) [F(x) + F(2μ − x)] dx

The bracket equals sign(x − μ)[B(x) − B(2μ − x)]. It vanishes at μ and is continuous there because B is, so the average tends to zero.

Finally, for w ≠ μ, taking absolute values and dividing by π gives |B(w)|, which is B(w) when B(w) ≥ 0.

## The Lean file

```lean
import Mathlib

open MeasureTheory Filter Topology
open scoped Real

namespace GreenFunctionBoundaryValues

noncomputable section

/-- The retarded Green's function at frequency `w` with spectral function `B` and
broadening `η > 0`. -/
def retardedG (B : ℝ → ℝ) (η w : ℝ) : ℂ :=
  ∫ x : ℝ, (B x : ℂ) / ((w : ℂ) - x + Complex.I * (η : ℝ))

/-- The time-ordered Green's function with chemical potential `μ` and broadening `η > 0`:
the infinitesimal changes sign at `μ`. -/
def timeOrderedG (B : ℝ → ℝ) (μ η w : ℝ) : ℂ :=
  ∫ x : ℝ, (B x : ℂ) / ((w : ℂ) - x + Complex.I * ((η * Real.sign (x - μ) : ℝ) : ℂ))

/-- The Lorentzian line shape of half-width `η > 0` and total weight `π`. -/
def lorentzian (η x : ℝ) : ℝ := η / (x ^ 2 + η ^ 2)

/-- The sign of the energy relative to `μ` is measurable and has modulus one at almost
every energy. -/
theorem sign_regular (μ : ℝ) : Measurable (fun x : ℝ => Real.sign (x - μ)) ∧
    ∀ᵐ x : ℝ, |Real.sign (x - μ)| = 1 := by
  constructor
  · have h : Measurable (fun r : ℝ => if r < 0 then (-1 : ℝ) else if 0 < r then 1 else 0) :=
      Measurable.ite measurableSet_Iio measurable_const
        (Measurable.ite measurableSet_Ioi measurable_const measurable_const)
    have h' : Measurable Real.sign := h
    exact h'.comp (measurable_id.sub_const μ)
  · have h0 : volume ({μ} : Set ℝ) = 0 := measure_singleton μ
    filter_upwards [compl_mem_ae_iff.2 h0] with x hx
    have hne : x ≠ μ := hx
    rcases lt_or_gt_of_ne hne with h | h
    · rw [Real.sign_of_neg (sub_neg.2 h)]; norm_num
    · rw [Real.sign_of_pos (sub_pos.2 h)]; norm_num

/-- An integrable function weighted by a Lorentzian is integrable. -/
theorem integrable_lorentzian_mul {f : ℝ → ℝ} (hf : Integrable f) {η : ℝ} (hη : 0 < η)
    (w : ℝ) : Integrable (fun x => lorentzian η (w - x) * f x) := by
  have hm : Measurable (fun x => lorentzian η (w - x)) := by
    unfold lorentzian
    fun_prop
  refine (hf.norm.const_mul (1 / η)).mono'
    (hm.aestronglyMeasurable.mul hf.aestronglyMeasurable) (.of_forall fun x => ?_)
  have h0 : 0 ≤ lorentzian η (w - x) := by unfold lorentzian; positivity
  have h1 : lorentzian η (w - x) ≤ 1 / η := by
    unfold lorentzian
    rw [div_le_div_iff₀ (by positivity) hη]
    nlinarith [sq_nonneg (w - x)]
  rw [norm_mul, Real.norm_of_nonneg h0]
  exact mul_le_mul_of_nonneg_right h1 (norm_nonneg _)

/-- For integrable `B` and a broadening `η s(x)`, with `η > 0`, `s` measurable and `|s| = 1` almost
everywhere, the spectral integrand is integrable, and the imaginary part of its integral is minus
the Lorentzian average of `s B`. -/
theorem im_spectral_integral {B s : ℝ → ℝ} (hB : Integrable B) (hs : Measurable s)
    (h1 : ∀ᵐ x : ℝ, |s x| = 1) {η : ℝ} (hη : 0 < η) (w : ℝ) :
    Integrable (fun x : ℝ => (B x : ℂ) / ((w : ℂ) - x + Complex.I * ((η * s x : ℝ) : ℂ))) ∧
    (∫ x : ℝ, (B x : ℂ) / ((w : ℂ) - x + Complex.I * ((η * s x : ℝ) : ℂ))).im =
      -∫ x, lorentzian η (w - x) * (s x * B x) := by
  have hre : ∀ x : ℝ, ((w : ℂ) - x + Complex.I * ((η * s x : ℝ) : ℂ)).re = w - x := by
    intro x; simp
  have him : ∀ x : ℝ, ((w : ℂ) - x + Complex.I * ((η * s x : ℝ) : ℂ)).im = η * s x := by
    intro x; simp
  have hI : Integrable
      (fun x : ℝ => (B x : ℂ) / ((w : ℂ) - x + Complex.I * ((η * s x : ℝ) : ℂ))) := by
    have hd : Measurable (fun x : ℝ => (w : ℂ) - x + Complex.I * ((η * s x : ℝ) : ℂ)) :=
      (measurable_const.sub Complex.measurable_ofReal).add
        (measurable_const.mul (Complex.measurable_ofReal.comp (hs.const_mul η)))
    have hn : AEMeasurable (fun x : ℝ => (B x : ℂ)) :=
      Complex.measurable_ofReal.comp_aemeasurable hB.aemeasurable
    refine (hB.norm.div_const η).mono' (hn.div hd.aemeasurable).aestronglyMeasurable ?_
    filter_upwards [h1] with x hx
    -- the denominator stays at distance at least `η` from zero
    have h := Complex.abs_im_le_norm ((w : ℂ) - x + Complex.I * ((η * s x : ℝ) : ℂ))
    rw [him, abs_mul, hx, mul_one, abs_of_pos hη] at h
    rw [norm_div, Complex.norm_real]
    exact div_le_div_of_nonneg_left (norm_nonneg _) hη h
  refine ⟨hI, ?_⟩
  rw [← integral_neg]
  refine (Complex.imCLM.integral_comp_comm hI).symm.trans (integral_congr_ae ?_)
  filter_upwards [h1] with x hx
  have hs2 : s x ^ 2 = 1 := by rw [← sq_abs, hx, one_pow]
  have hn : Complex.normSq ((w : ℂ) - x + Complex.I * ((η * s x : ℝ) : ℂ)) =
      (w - x) ^ 2 + η ^ 2 := by
    rw [Complex.normSq_apply, hre, him]
    linear_combination η ^ 2 * hs2
  rw [Complex.imCLM_apply, Complex.div_im, hn, hre, him, Complex.ofReal_re,
    Complex.ofReal_im, lorentzian]
  ring

/-- As its width tends to zero, the Lorentzian acts as `π` times a delta function on
integrable functions continuous at its centre. -/
theorem lorentzian_tendsto {f : ℝ → ℝ} (hf : Integrable f) {w : ℝ} (hc : ContinuousAt f w) :
    Tendsto (fun η => ∫ x, lorentzian η (w - x) * f x) (𝓝[>] 0) (𝓝 (π * f w)) := by
  have hint : ∫ x : ℝ, π⁻¹ * (1 + x ^ 2)⁻¹ = 1 := by
    rw [integral_const_mul, integral_univ_inv_one_add_sq, inv_mul_cancel₀ Real.pi_ne_zero]
  have hdecay : Tendsto (fun x : ℝ => ‖x‖ ^ Module.finrank ℝ ℝ * (π⁻¹ * (1 + x ^ 2)⁻¹))
      (Bornology.cobounded ℝ) (𝓝 0) := by
    refine squeeze_zero (fun x => by positivity) (fun x => ?_)
      (tendsto_inv_atTop_zero.comp tendsto_norm_cobounded_atTop)
    rw [Module.finrank_self, pow_one, Function.comp_apply]
    rcases eq_or_ne x 0 with rfl | hx
    · simp
    have hp : 0 < ‖x‖ := norm_pos_iff.2 hx
    have h1 : π⁻¹ ≤ 1 := inv_le_one_of_one_le₀ (by linarith [Real.pi_gt_three])
    have h2 : (1 + x ^ 2)⁻¹ ≤ (‖x‖ ^ 2)⁻¹ := by
      apply inv_anti₀ (by positivity)
      rw [Real.norm_eq_abs, sq_abs]
      linarith
    calc ‖x‖ * (π⁻¹ * (1 + x ^ 2)⁻¹) ≤ ‖x‖ * (1 * (‖x‖ ^ 2)⁻¹) :=
          mul_le_mul_of_nonneg_left (mul_le_mul h1 h2 (by positivity) zero_le_one) hp.le
      _ = ‖x‖⁻¹ := by field_simp
  have key := tendsto_integral_comp_smul_smul_of_integrable' (μ := volume)
    (φ := fun x : ℝ => π⁻¹ * (1 + x ^ 2)⁻¹) (fun x => by positivity) hint hdecay hf hc
  -- the peak is rescaled by `1 / η`
  refine ((key.comp tendsto_inv_nhdsGT_zero).const_mul π).congr' ?_
  filter_upwards [self_mem_nhdsWithin] with η hη
  have hη' : 0 < η := hη
  simp only [Function.comp_apply, Module.finrank_self, pow_one, smul_eq_mul]
  rw [← integral_const_mul]
  refine integral_congr_ae (.of_forall fun x => ?_)
  have e : 1 + (η⁻¹ * (w - x)) ^ 2 = ((w - x) ^ 2 + η ^ 2) / η ^ 2 := by
    rw [eq_div_iff (by positivity)]
    linear_combination ((w - x) ^ 2 * (η⁻¹ * η + 1)) * inv_mul_cancel₀ hη'.ne'
  simp only [lorentzian]
  rw [e, inv_div]
  calc _ = (π * π⁻¹) * (η⁻¹ * η) * (η / ((w - x) ^ 2 + η ^ 2) * f x) := by ring
    _ = _ := by rw [mul_inv_cancel₀ Real.pi_ne_zero, inv_mul_cancel₀ hη'.ne']; ring

/-- For integrable `B` continuous at `w`, the imaginary part of the retarded Green's function tends
to `-π B(w)` as `η → 0+`. -/
theorem retarded_limit {B : ℝ → ℝ} (hB : Integrable B) {w : ℝ} (hc : ContinuousAt B w) :
    Tendsto (fun η => (retardedG B η w).im) (𝓝[>] 0) (𝓝 (-(π * B w))) := by
  refine (lorentzian_tendsto hB hc).neg.congr' ?_
  filter_upwards [self_mem_nhdsWithin] with η hη
  have h := (im_spectral_integral hB (s := fun _ => 1) measurable_const
    (.of_forall fun _ => abs_one) hη w).2
  simp only [mul_one, one_mul] at h
  exact h.symm

/-- If `sign(x - μ) B(x)` is integrable and `B` is continuous at `μ`, the Lorentzian average of
`sign(x - μ) B(x)` centred at `μ` tends to zero as `η → 0+`. -/
theorem signed_average_at_mu {B : ℝ → ℝ} {μ : ℝ}
    (hF : Integrable (fun x => Real.sign (x - μ) * B x)) (hc : ContinuousAt B μ) :
    Tendsto (fun η => ∫ x, lorentzian η (μ - x) * (Real.sign (x - μ) * B x))
      (𝓝[>] 0) (𝓝 0) := by
  set F : ℝ → ℝ := fun x => Real.sign (x - μ) * B x with hFdef
  have hR : Integrable (fun x => F (2 * μ - x)) := hF.comp_sub_left (2 * μ)
  have h0 : F μ + F (2 * μ - μ) = 0 := by
    have e : 2 * μ - μ = μ := by ring
    rw [e]; simp [hFdef]
  -- the symmetrised function is continuous at `μ` and vanishes there
  have hg : ContinuousAt (fun x => F x + F (2 * μ - x)) μ := by
    have hr : Tendsto (fun x => B (2 * μ - x)) (𝓝 μ) (𝓝 (B μ)) := by
      have ht : Tendsto (fun x : ℝ => 2 * μ - x) (𝓝 μ) (𝓝 μ) := by
        have h : Continuous (fun x : ℝ => 2 * μ - x) := by fun_prop
        have h' := h.tendsto μ
        rwa [show 2 * μ - μ = μ by ring] at h'
      exact hc.tendsto.comp ht
    have hz := (hc.tendsto.sub hr).norm
    rw [sub_self, norm_zero] at hz
    change Tendsto (fun x => F x + F (2 * μ - x)) (𝓝 μ) (𝓝 (F μ + F (2 * μ - μ)))
    rw [h0]
    refine squeeze_zero_norm (fun x => ?_) hz
    have hs : |Real.sign (x - μ)| ≤ 1 := by
      rcases Real.sign_apply_eq (x - μ) with h | h | h <;> rw [h] <;> norm_num
    have e : F x + F (2 * μ - x) = Real.sign (x - μ) * (B x - B (2 * μ - x)) := by
      simp only [hFdef]
      rw [show 2 * μ - x - μ = -(x - μ) by ring, Real.sign_neg]
      ring
    rw [e, norm_mul]
    exact mul_le_of_le_one_left (norm_nonneg _) hs
  have hl : Tendsto
      (fun η => (∫ x, lorentzian η (μ - x) * (F x + F (2 * μ - x))) / 2)
      (𝓝[>] 0) (𝓝 (π * (F μ + F (2 * μ - μ)) / 2)) :=
    (lorentzian_tendsto (f := fun x => F x + F (2 * μ - x)) (hF.add hR) hg).div_const 2
  have hv : π * (F μ + F (2 * μ - μ)) / 2 = 0 := by rw [h0]; simp
  rw [hv] at hl
  refine hl.congr' ?_
  filter_upwards [self_mem_nhdsWithin] with η hη
  -- reflection about `μ` leaves the Lorentzian unchanged
  have hrefl : ∫ x, lorentzian η (μ - x) * F (2 * μ - x) =
      ∫ x, lorentzian η (μ - x) * F x := by
    refine Eq.trans ?_
      (integral_sub_left_eq_self (fun x => lorentzian η (μ - x) * F x) volume (2 * μ))
    refine integral_congr_ae (.of_forall fun x => ?_)
    simp only [lorentzian]
    rw [show (μ - (2 * μ - x)) ^ 2 = (μ - x) ^ 2 by ring]
  have hsum : ∫ x, lorentzian η (μ - x) * (F x + F (2 * μ - x)) =
      (∫ x, lorentzian η (μ - x) * F x) + ∫ x, lorentzian η (μ - x) * F (2 * μ - x) := by
    rw [← integral_add (integrable_lorentzian_mul hF hη μ)
      (integrable_lorentzian_mul hR hη μ)]
    simp only [mul_add]
  change (∫ x, lorentzian η (μ - x) * (F x + F (2 * μ - x))) / 2 =
    ∫ x, lorentzian η (μ - x) * F x
  rw [hsum, hrefl]
  ring

/-- For integrable `B`, the imaginary part of the time-ordered Green's function tends, as `η → 0+`,
to `-π sign(w - μ) B(w)` at every point of continuity `w` of `B`, including `w = μ`. -/
theorem timeOrdered_limit {B : ℝ → ℝ} (hB : Integrable B) (μ : ℝ) {w : ℝ}
    (hc : ContinuousAt B w) :
    Tendsto (fun η => (timeOrderedG B μ η w).im) (𝓝[>] 0)
      (𝓝 (-(π * (Real.sign (w - μ) * B w)))) := by
  obtain ⟨hs, h1⟩ := sign_regular μ
  have hF : Integrable (fun x => Real.sign (x - μ) * B x) := by
    refine hB.mono (hs.aestronglyMeasurable.mul hB.aestronglyMeasurable) ?_
    filter_upwards [h1] with x hx
    rw [norm_mul, Real.norm_eq_abs (Real.sign (x - μ)), hx, one_mul]
  have hl : Tendsto (fun η => ∫ x, lorentzian η (w - x) * (Real.sign (x - μ) * B x))
      (𝓝[>] 0) (𝓝 (π * (Real.sign (w - μ) * B w))) := by
    rcases eq_or_ne w μ with rfl | hne
    · simpa using signed_average_at_mu hF hc
    -- away from `μ` the sign is locally constant
    have hloc : (fun x => Real.sign (x - μ)) =ᶠ[𝓝 w] fun _ => Real.sign (w - μ) := by
      rcases lt_or_gt_of_ne hne with h | h
      · filter_upwards [Iio_mem_nhds h] with x hx
        rw [Real.sign_of_neg (sub_neg.2 hx), Real.sign_of_neg (sub_neg.2 h)]
      · filter_upwards [Ioi_mem_nhds h] with x hx
        rw [Real.sign_of_pos (sub_pos.2 hx), Real.sign_of_pos (sub_pos.2 h)]
    exact lorentzian_tendsto hF ((continuousAt_const.congr hloc.symm).mul hc)
  refine hl.neg.congr' ?_
  filter_upwards [self_mem_nhdsWithin] with η hη
  exact (im_spectral_integral hB hs h1 hη w).2.symm

/-- For integrable `B` continuous at `w ≠ μ`, a non-negative spectral value `B(w)` is the limit as
`η → 0+` of `|Im G| / π` for the time-ordered Green's function. -/
theorem spectral_from_timeOrdered {B : ℝ → ℝ} (hB : Integrable B) {μ w : ℝ} (hw : w ≠ μ)
    (hc : ContinuousAt B w) (hpos : 0 ≤ B w) :
    Tendsto (fun η => |(timeOrderedG B μ η w).im| / π) (𝓝[>] 0) (𝓝 (B w)) := by
  have h := (timeOrdered_limit hB μ hc).abs.div_const π
  have hs : |Real.sign (w - μ)| = 1 := by
    rcases lt_or_gt_of_ne hw with h | h
    · rw [Real.sign_of_neg (sub_neg.2 h)]; norm_num
    · rw [Real.sign_of_pos (sub_pos.2 h)]; norm_num
  rwa [abs_neg, abs_mul, abs_mul, hs, one_mul, abs_of_pos Real.pi_pos, abs_of_nonneg hpos,
    mul_div_cancel_left₀ _ Real.pi_ne_zero] at h

end

end GreenFunctionBoundaryValues
```

```lean
#print axioms GreenFunctionBoundaryValues.retarded_limit
-- 'GreenFunctionBoundaryValues.retarded_limit' depends on axioms: [propext, Classical.choice, Quot.sound]
#print axioms GreenFunctionBoundaryValues.spectral_from_timeOrdered
-- 'GreenFunctionBoundaryValues.spectral_from_timeOrdered' depends on axioms: [propext, Classical.choice, Quot.sound]
```

## How the Lean proof follows the derivation

`im_spectral_integral` treats both choices of s together. It bounds the integrand by |B|/η using `Complex.abs_im_le_norm`, then moves the imaginary part inside the integral with `Complex.imCLM.integral_comp_comm`. `sign_regular` supplies what it needs to know about the sign function.

`lorentzian_tendsto` is the peak limit. The δ-splitting above is replaced by a Mathlib theorem on rescaled peaks, whose conditions on the peak are non-negativity, unit weight (`hint`) and sufficient decay (`hdecay`); the remaining algebra identifies the peak rescaled by 1/η with `lorentzian`.

`retarded_limit` combines these two results with s = 1. `timeOrdered_limit` splits into w = μ and w ≠ μ, with `hloc` stating that the sign is locally constant in the second case. The first case is `signed_average_at_mu`: `hg` proves continuity of the symmetrised function, `hrefl` performs the reflection, and `hsum` splits the integral, with integrability from `integrable_lorentzian_mul`. `spectral_from_timeOrdered` takes the absolute value and divides by π.

## Physical scope and the role of each hypothesis

`retardedG` and `timeOrderedG` are complex Lebesgue integrals over all real energies. The spectral representation is their definition; it is not derived from a many-body state or from a GW self-energy. For `timeOrderedG` it is the zero-temperature form: for electrons in equilibrium at a temperature T > 0, the factor sign(w − μ) in the limit is replaced by the smooth function tanh((w − μ)/(2k_BT)), where k_B is Boltzmann's constant. The filter `𝓝[>] 0` means that η approaches zero through positive values. The function `lorentzian` has weight π, not 1.

`Integrable B` stands for finite total absolute spectral weight, without requiring that B integrate to one. It excludes a flat, infinitely wide band: for B = 1 the retarded integrand decays only as 1/|x|, and Lean assigns the non-integrable integral the value 0, so the limit −π is lost.

`ContinuousAt B w` excludes a jump at the frequency of interest. Take B = 1 on [0, 1] and 0 elsewhere, with w = 0. Then Im G_R(0) = −arctan(1/η) → −π/2, although −πB(0) = −π.

In `spectral_from_timeOrdered`, `hw` excludes the chemical potential. For B(x) = exp(−(x − μ)²), symmetry makes Im G_T(μ) zero at every η > 0, while B(μ) = 1. The condition `hpos` reflects the fact that a diagonal electronic spectral function is a density of probability for adding or removing an electron. Where B(w) is negative, as an off-diagonal element or an approximate G may give, the recipe returns |B(w)|.

The limits are pointwise in w: they give no error bound at finite η and no uniformity over a frequency grid. They concern neither Re G nor matrix-valued spectral functions. Discrete levels, which are delta peaks, are not functions B of this kind. For a finite sum of poles, Im G tends to zero at every fixed w between them, so a code that approximates a continuum by discrete levels should keep η above the level spacing.
